# A radial function f(r) is integrable on the unit ball in three dimensions exactly when r² f(r) is integrable on 0 < r < 1

Let f be any real function of a real variable, and read f(‖x‖) as a function of an electron's position x, with the nucleus at the origin. The theorem says that this function is integrable on the open unit ball of three-dimensional space if and only if r² f(r) is integrable on the interval 0 < r < 1. Nothing further is asked of f, such as continuity, sign or normalisation. The proof sets f to zero from radius 1 outwards, so that the ball can be replaced by the whole space, then applies Mathlib's lemma for radial functions and cuts the half-line back to the interval.

In Lean, a first try:

```lean
import Mathlib

open MeasureTheory Set Metric

namespace RadialIntegrableIff

noncomputable section

/-- Positions of an electron in three-dimensional space, with the nucleus at the origin. -/
abbrev E3 := EuclideanSpace ℝ (Fin 3)

/-- Polar coordinates: a radial function `f(r)` is integrable on the unit ball exactly when
`r^2 f(r)` is integrable on `0 < r < 1`. -/
theorem radial_integrable_iff (f : ℝ → ℝ) :
    IntegrableOn (fun x : E3 => f ‖x‖) (ball 0 1) ↔
      IntegrableOn (fun r : ℝ => r ^ 2 * f r) (Ioo 0 1) := by
  have h1 : (ball (0 : E3) 1).indicator (fun x => f ‖x‖) =
      fun x => (Iio (1 : ℝ)).indicator f ‖x‖ := by
    ext x
    simp [indicator_apply]
  have h2 : (fun r : ℝ => r ^ (Module.finrank ℝ E3 - 1) • (Iio (1 : ℝ)).indicator f r) =
      (Iio (1 : ℝ)).indicator (fun r => r ^ 2 * f r) := by
    have hd : Module.finrank ℝ E3 = 3 := by simp [E3]
    ext r
    rw [hd]
    by_cases h : r < 1 <;> simp [indicator_apply, h]
  have h3 : Iio (1 : ℝ) ∩ Ioi 0 = Ioo 0 1 := by
    ext r
    simp [and_comm]
  rw [← integrable_indicator_iff measurableSet_ball, h1,
    integrable_fun_norm_addHaar (f := (Iio (1 : ℝ)).indicator f), h2]
  unfold IntegrableOn
  rw [integrable_indicator_iff measurableSet_Iio]
  unfold IntegrableOn
  rw [Measure.restrict_restrict measurableSet_Iio, h3]

end

end RadialIntegrableIff
```

Compiling this gives:

```
Main.lean:18:48: error: unsolved goals
f : ℝ → ℝ
x : E3
⊢ (ball 0 1).indicator (fun x => f ‖x‖) x = if ‖x‖ < 1 then f ‖x‖ else 0
Main.lean:31:4: error(lean.synthInstanceFailed): failed to synthesize instance of type class
  μ✝.IsAddHaarMeasure

Hint: Type class instance resolution failures can be inspected with the `set_option trace.Meta.synthInstance true` command.
Main.lean:16:59: error: unsolved goals
f : ℝ → ℝ
h1 : ((ball 0 1).indicator fun x => f ‖x‖) = fun x => (Iio 1).indicator f ‖x‖
h2 : (fun r => r ^ (Module.finrank ℝ E3 - 1) • (Iio 1).indicator f r) = (Iio 1).indicator fun r => r ^ 2 * f r
h3 : Iio 1 ∩ Ioi 0 = Ioo 0 1
⊢ Integrable (fun x => (Iio 1).indicator f ‖x‖) volume ↔ IntegrableOn (fun r => r ^ 2 * f r) (Ioo 0 1) volume
Main.lean:26:33: warning: This simp argument is unused:
  indicator_apply

Hint: Omit it from the simp argument list.
  [apply] simp [h]

Note: This linter can be disabled with `set_option linter.unusedSimpArgs false`
```

Diagnosis. The first error is in `h1`. `indicator_apply` turns an indicator into an `if`, and for that it needs a `Decidable` instance for membership of the set. Lean finds one for `Iio 1` but none for the ball, so `simp` unfolds only the right side. The repair splits on `‖x‖ < 1` and uses `indicator_of_mem` and `indicator_of_notMem`, which need no such instance.

The second error comes from `integrable_fun_norm_addHaar`. Its measure `μ` is an explicit argument, and the call gives only the later argument `f`, by name. Lean then reads the term as a function of `μ`, so `μ` is a bound variable (the `μ✝` of the message) and not a placeholder that `rw` could fill in from the goal. An arbitrary measure has no `IsAddHaarMeasure` instance, so the search fails. Writing `μ := (volume : Measure E3)` supplies the argument, and the instance for `volume` is found.

The remaining "unsolved goals" error follows from this one: it shows the goal as it stood after the rewrite with `h1`, where the `rw` stopped.

Dropping `indicator_apply` from the `simp` call in `h2` is mere tidying, which answers the warning.

The change, after which it compiles:

```diff
@@ -17,6 +17,13 @@
   have h1 : (ball (0 : E3) 1).indicator (fun x => f ‖x‖) =
       fun x => (Iio (1 : ℝ)).indicator f ‖x‖ := by
-    ext x
-    simp [indicator_apply]
+    funext x
+    change (ball (0 : E3) 1).indicator (fun y => f ‖y‖) x = (Iio (1 : ℝ)).indicator f ‖x‖
+    by_cases h : ‖x‖ < 1
+    · have hx : x ∈ ball (0 : E3) 1 := mem_ball_zero_iff.2 h
+      have hr : ‖x‖ ∈ Iio (1 : ℝ) := h
+      rw [indicator_of_mem hx, indicator_of_mem hr]
+    · have hx : x ∉ ball (0 : E3) 1 := fun hm => h (mem_ball_zero_iff.1 hm)
+      have hr : ‖x‖ ∉ Iio (1 : ℝ) := h
+      rw [indicator_of_notMem hx, indicator_of_notMem hr]
   have h2 : (fun r : ℝ => r ^ (Module.finrank ℝ E3 - 1) • (Iio (1 : ℝ)).indicator f r) =
       (Iio (1 : ℝ)).indicator (fun r => r ^ 2 * f r) := by
@@ -24,10 +31,11 @@
     ext r
     rw [hd]
-    by_cases h : r < 1 <;> simp [indicator_apply, h]
+    by_cases h : r < 1 <;> simp [h]
   have h3 : Iio (1 : ℝ) ∩ Ioi 0 = Ioo 0 1 := by
     ext r
     simp [and_comm]
   rw [← integrable_indicator_iff measurableSet_ball, h1,
-    integrable_fun_norm_addHaar (f := (Iio (1 : ℝ)).indicator f), h2]
+    integrable_fun_norm_addHaar (μ := (volume : Measure E3))
+      (f := (Iio (1 : ℝ)).indicator f), h2]
   unfold IntegrableOn
   rw [integrable_indicator_iff measurableSet_Iio]
```
